# PAW pseudo and all-electron electron-phonon couplings agree between exact eigenstates of equal energy

In the PAW formalism, the pseudo coupling $\langle u_m,(\tilde H'-e_nS')u_n\rangle$ and the all-electron coupling $\langle Tu_m,H'Tu_n\rangle$ should be equal when $Tu_m$ and $Tu_n$ are eigenstates of $H$ with the same energy. For different energies I expect a remainder containing $T'$, because the PAW transformation $T$ moves with the atoms. Can this be made rigorous, with the remainder written out and the proof checked by machine?

## The remainder is an energy difference times $\langle Tu_m,T'u_n\rangle$

Yes. If $HTu_k=e_kTu_k$ for $k=m,n$ at the coordinate $R$ considered, with real $e_k$ and $H$ Hermitian there, then

$$\langle u_m,(\tilde H'-e_nS')u_n\rangle-\langle Tu_m,H'Tu_n\rangle=(e_m-e_n)\langle Tu_m,T'u_n\rangle .$$

Here $H(R)$ is the all-electron Hamiltonian, $T(R)$ maps pseudo vectors $u$ to all-electron vectors, $\tilde H=T^\dagger HT$ is the pseudo Hamiltonian, and $S=T^\dagger T$ is the overlap. A prime means $d/dR$, and the inner product is conjugate-linear in its first argument.

The product rule gives

$$\tilde H'=T'^\dagger HT+T^\dagger H'T+T^\dagger HT',\qquad S'=T'^\dagger T+T^\dagger T'.$$

Take matrix elements and move each adjoint to the left vector:

$$\begin{aligned}
\langle u_m,(\tilde H'-e_nS')u_n\rangle={}&\langle T'u_m,HTu_n\rangle+\langle Tu_m,H'Tu_n\rangle+\langle Tu_m,HT'u_n\rangle\\
&-e_n\langle T'u_m,Tu_n\rangle-e_n\langle Tu_m,T'u_n\rangle .
\end{aligned}$$

Since $HTu_n=e_nTu_n$, the first and fourth terms cancel. The second is the all-electron coupling. In the third, Hermiticity lets $H$ act to the left, and since $e_m$ is real,

$$\langle Tu_m,HT'u_n\rangle=\langle HTu_m,T'u_n\rangle=e_m\langle Tu_m,T'u_n\rangle .$$

Together with the fifth term this gives the remainder. It vanishes exactly when $e_m=e_n$ or $\langle Tu_m,T'u_n\rangle=0$.

The step to watch is the third term. Replacing $HT'u_n$ by $e_nT'u_n$ would remove the remainder for all energies, but the eigenvalue equation holds for $Tu_n$, not for $T'u_n$.

A two-level example shows the difference. Take $H=\mathrm{diag}(0,1)$, independent of $R$, and $T(R)=\begin{pmatrix}1&R\\0&1\end{pmatrix}$. At $R=0$, let $u_m=(1,0)$ and $u_n=(0,1)$, with energies 0 and 1. The all-electron coupling is 0 because $H'=0$. However, $\langle Tu_m,T'u_n\rangle=1$, so the pseudo coupling is $(0-1)\cdot1=-1$.

## The Lean file

```lean
import Mathlib

open Matrix

namespace PAWElectronPhonon

noncomputable section

variable {ι κ μ : Type*}

/-- The matrix family `A` has derivative `A'` at the coordinate `R`, entry by entry. -/
def HasMatDeriv (A : ℝ → Matrix ι κ ℂ) (A' : Matrix ι κ ℂ) (R : ℝ) : Prop :=
  ∀ i j, HasDerivAt (fun r => A r i j) (A' i j) R

/-- The matrix of the derivatives of the entries of `A` at the coordinate `R`. -/
def dMat (A : ℝ → Matrix ι κ ℂ) (R : ℝ) : Matrix ι κ ℂ :=
  Matrix.of fun i j => deriv (fun r => A r i j) R

/-- A derivative of a matrix family is the matrix of the derivatives of its entries. -/
theorem HasMatDeriv.dMat_eq {A : ℝ → Matrix ι κ ℂ} {A' : Matrix ι κ ℂ} {R : ℝ}
    (h : HasMatDeriv A A' R) : dMat A R = A' := by
  ext i j
  exact (h i j).deriv

/-- The adjoint of a matrix family is differentiated by taking the adjoint of the derivative. -/
theorem HasMatDeriv.adjoint {A : ℝ → Matrix ι κ ℂ} {A' : Matrix ι κ ℂ} {R : ℝ}
    (h : HasMatDeriv A A' R) : HasMatDeriv (fun r => (A r)ᴴ) A'ᴴ R := by
  intro i j
  exact (h j i).star

/-- The product rule for matrix families, with the order of the factors kept. -/
theorem HasMatDeriv.mul [Fintype κ] {A : ℝ → Matrix ι κ ℂ} {B : ℝ → Matrix κ μ ℂ}
    {A' : Matrix ι κ ℂ} {B' : Matrix κ μ ℂ} {R : ℝ}
    (hA : HasMatDeriv A A' R) (hB : HasMatDeriv B B' R) :
    HasMatDeriv (fun r => A r * B r) (A' * B R + A R * B') R := by
  intro i j
  have h := HasDerivAt.fun_sum (u := Finset.univ)
    (fun k _ => (hA i k).fun_mul (hB k j))
  simpa only [Matrix.mul_apply, Matrix.add_apply, Finset.sum_add_distrib] using h

variable [Fintype ι] [Fintype κ]

/-- The pseudo Hamiltonian `T† H T`. -/
def pseudoH (H : ℝ → Matrix ι ι ℂ) (T : ℝ → Matrix ι κ ℂ) (R : ℝ) : Matrix κ κ ℂ :=
  (T R)ᴴ * H R * T R

/-- The PAW overlap operator `T† T`. -/
def overlap (T : ℝ → Matrix ι κ ℂ) (R : ℝ) : Matrix κ κ ℂ :=
  (T R)ᴴ * T R

/-- The pseudo electron-phonon coupling `⟨u, (H̃' - e S') v⟩`. -/
def pseudoCoupling (H : ℝ → Matrix ι ι ℂ) (T : ℝ → Matrix ι κ ℂ) (R e : ℝ)
    (u v : κ → ℂ) : ℂ :=
  star u ⬝ᵥ ((dMat (pseudoH H T) R - (e : ℂ) • dMat (overlap T) R) *ᵥ v)

/-- The all-electron electron-phonon coupling `⟨T u, H' T v⟩`. -/
def allElectronCoupling (H : ℝ → Matrix ι ι ℂ) (T : ℝ → Matrix ι κ ℂ) (R : ℝ)
    (u v : κ → ℂ) : ℂ :=
  star (T R *ᵥ u) ⬝ᵥ (dMat H R *ᵥ (T R *ᵥ v))

/-- An operator acting on the right vector of an inner product moves to the left vector
as its adjoint. -/
theorem adjoint_move (A : Matrix ι κ ℂ) (u : κ → ℂ) (w : ι → ℂ) :
    star u ⬝ᵥ (Aᴴ *ᵥ w) = star (A *ᵥ u) ⬝ᵥ w := by
  rw [Matrix.star_mulVec]
  exact Matrix.dotProduct_mulVec _ _ _

/-- If `T u` solves the all-electron eigenvalue equation, then `u` solves the generalized
equation `H̃ u = e S u`. -/
theorem pseudo_eigen {H : ℝ → Matrix ι ι ℂ} {T : ℝ → Matrix ι κ ℂ} {R e : ℝ} {u : κ → ℂ}
    (h : H R *ᵥ (T R *ᵥ u) = (e : ℂ) • (T R *ᵥ u)) :
    pseudoH H T R *ᵥ u = (e : ℂ) • (overlap T R *ᵥ u) := by
  simp only [pseudoH, overlap, ← Matrix.mulVec_mulVec, h, Matrix.mulVec_smul]

/-- The pseudo and all-electron couplings differ by the energy difference times
`⟨T u_m, T' u_n⟩`. -/
theorem coupling_difference {H : ℝ → Matrix ι ι ℂ} {T : ℝ → Matrix ι κ ℂ}
    {H' : Matrix ι ι ℂ} {T' : Matrix ι κ ℂ} {R em en : ℝ} {um un : κ → ℂ}
    (hherm : (H R).IsHermitian) (hH : HasMatDeriv H H' R) (hT : HasMatDeriv T T' R)
    (hm : H R *ᵥ (T R *ᵥ um) = (em : ℂ) • (T R *ᵥ um))
    (hn : H R *ᵥ (T R *ᵥ un) = (en : ℂ) • (T R *ᵥ un)) :
    pseudoCoupling H T R en um un - allElectronCoupling H T R um un
      = ((em : ℂ) - en) * (star (T R *ᵥ um) ⬝ᵥ (T' *ᵥ un)) := by
  -- derivatives of the pseudo Hamiltonian and of the overlap
  have hP : HasMatDeriv (pseudoH H T)
      ((T'ᴴ * H R + (T R)ᴴ * H') * T R + (T R)ᴴ * H R * T') R :=
    (hT.adjoint.mul hH).mul hT
  have hS : HasMatDeriv (overlap T) (T'ᴴ * T R + (T R)ᴴ * T') R := hT.adjoint.mul hT
  -- Hermiticity lets the Hamiltonian act on the left state
  have hleft : star (T R *ᵥ um) ⬝ᵥ (H R *ᵥ (T' *ᵥ un))
      = (em : ℂ) * (star (T R *ᵥ um) ⬝ᵥ (T' *ᵥ un)) := by
    have h := adjoint_move (H R) (T R *ᵥ um) (T' *ᵥ un)
    rw [hherm.eq, hm] at h
    rw [h]
    simp only [star_smul, smul_dotProduct, smul_eq_mul, Complex.star_def, Complex.conj_ofReal]
  unfold pseudoCoupling allElectronCoupling
  rw [hP.dMat_eq, hS.dMat_eq, hH.dMat_eq]
  -- the right eigenvalue equation cancels the terms with the adjoint of T'
  simp only [Matrix.sub_mulVec, Matrix.add_mulVec, Matrix.smul_mulVec, Matrix.add_mul,
    dotProduct_sub, dotProduct_add, dotProduct_smul, ← Matrix.mulVec_mulVec,
    adjoint_move, hn, smul_eq_mul]
  rw [hleft]
  ring

/-- The two couplings agree exactly when the energies are equal or `⟨T u_m, T' u_n⟩`
vanishes. -/
theorem couplings_agree_iff {H : ℝ → Matrix ι ι ℂ} {T : ℝ → Matrix ι κ ℂ}
    {H' : Matrix ι ι ℂ} {T' : Matrix ι κ ℂ} {R em en : ℝ} {um un : κ → ℂ}
    (hherm : (H R).IsHermitian) (hH : HasMatDeriv H H' R) (hT : HasMatDeriv T T' R)
    (hm : H R *ᵥ (T R *ᵥ um) = (em : ℂ) • (T R *ᵥ um))
    (hn : H R *ᵥ (T R *ᵥ un) = (en : ℂ) • (T R *ᵥ un)) :
    pseudoCoupling H T R en um un = allElectronCoupling H T R um un ↔
      em = en ∨ star (T R *ᵥ um) ⬝ᵥ (T' *ᵥ un) = 0 := by
  have h := coupling_difference hherm hH hT hm hn
  constructor
  · intro hEq
    rw [hEq, sub_self] at h
    rcases mul_eq_zero.mp h.symm with h0 | h0
    · left
      exact_mod_cast sub_eq_zero.mp h0
    · exact Or.inr h0
  · rintro (h0 | h0)
    · exact sub_eq_zero.mp (by rw [h, h0, sub_self, zero_mul])
    · exact sub_eq_zero.mp (by rw [h, h0, mul_zero])

/-- For two states of the same energy the pseudo and all-electron couplings are equal. -/
theorem couplings_agree_of_degenerate {H : ℝ → Matrix ι ι ℂ} {T : ℝ → Matrix ι κ ℂ}
    {H' : Matrix ι ι ℂ} {T' : Matrix ι κ ℂ} {R e : ℝ} {um un : κ → ℂ}
    (hherm : (H R).IsHermitian) (hH : HasMatDeriv H H' R) (hT : HasMatDeriv T T' R)
    (hm : H R *ᵥ (T R *ᵥ um) = (e : ℂ) • (T R *ᵥ um))
    (hn : H R *ᵥ (T R *ᵥ un) = (e : ℂ) • (T R *ᵥ un)) :
    pseudoCoupling H T R e um un = allElectronCoupling H T R um un :=
  (couplings_agree_iff hherm hH hT hm hn).mpr (Or.inl rfl)

/-- A two-level Hamiltonian with energies 0 and 1, independent of the coordinate. -/
def modelH (_ : ℝ) : Matrix (Fin 2) (Fin 2) ℂ := !![0, 0; 0, 1]

/-- A shear that mixes the first level into the second in proportion to the coordinate. -/
def modelT (r : ℝ) : Matrix (Fin 2) (Fin 2) ℂ := !![1, (r : ℂ); 0, 1]

/-- The two-level model with the shear meets all hypotheses at coordinate 0; its all-electron
coupling is 0 and its pseudo coupling is -1. -/
theorem coupling_difference_witness :
    (modelH 0).IsHermitian ∧ HasMatDeriv modelH 0 0 ∧
    HasMatDeriv modelT !![0, 1; 0, 0] 0 ∧
    modelH 0 *ᵥ (modelT 0 *ᵥ ![1, 0]) = ((0 : ℝ) : ℂ) • (modelT 0 *ᵥ ![1, 0]) ∧
    modelH 0 *ᵥ (modelT 0 *ᵥ ![0, 1]) = ((1 : ℝ) : ℂ) • (modelT 0 *ᵥ ![0, 1]) ∧
    allElectronCoupling modelH modelT 0 ![1, 0] ![0, 1] = 0 ∧
    pseudoCoupling modelH modelT 0 1 ![1, 0] ![0, 1] = -1 := by
  have h1 : (modelH 0).IsHermitian := by
    unfold Matrix.IsHermitian
    ext i j
    fin_cases i <;> fin_cases j <;> simp [modelH, Matrix.conjTranspose_apply]
  have h2 : HasMatDeriv modelH 0 0 := by
    intro i j
    exact hasDerivAt_const (0 : ℝ) (modelH 0 i j)
  have hid : HasDerivAt (fun r : ℝ => (r : ℂ)) 1 0 := by
    simpa using (hasDerivAt_id (0 : ℝ)).ofReal_comp
  have h3 : HasMatDeriv modelT !![0, 1; 0, 0] 0 := by
    intro i j
    fin_cases i <;> fin_cases j
    · exact hasDerivAt_const (0 : ℝ) (1 : ℂ)
    · exact hid
    · exact hasDerivAt_const (0 : ℝ) (0 : ℂ)
    · exact hasDerivAt_const (0 : ℝ) (1 : ℂ)
  have h4 : modelH 0 *ᵥ (modelT 0 *ᵥ ![1, 0]) = ((0 : ℝ) : ℂ) • (modelT 0 *ᵥ ![1, 0]) := by
    ext i
    fin_cases i <;> simp [modelH, modelT, Matrix.mulVec, dotProduct, Fin.sum_univ_two]
  have h5 : modelH 0 *ᵥ (modelT 0 *ᵥ ![0, 1]) = ((1 : ℝ) : ℂ) • (modelT 0 *ᵥ ![0, 1]) := by
    ext i
    fin_cases i <;> simp [modelH, modelT, Matrix.mulVec, dotProduct, Fin.sum_univ_two]
  have h6 : allElectronCoupling modelH modelT 0 ![1, 0] ![0, 1] = 0 := by
    unfold allElectronCoupling
    rw [h2.dMat_eq, Matrix.zero_mulVec, dotProduct_zero]
  refine ⟨h1, h2, h3, h4, h5, h6, ?_⟩
  -- the pseudo coupling follows from the general formula
  have h := coupling_difference h1 h2 h3 h4 h5
  rw [h6, sub_zero] at h
  rw [h]
  simp [modelT, Matrix.mulVec, dotProduct, Fin.sum_univ_two]

end

end PAWElectronPhonon
```

```lean
#print axioms PAWElectronPhonon.pseudo_eigen
#print axioms PAWElectronPhonon.couplings_agree_of_degenerate
```

```
'PAWElectronPhonon.pseudo_eigen' depends on axioms: [propext, Classical.choice, Quot.sound]
'PAWElectronPhonon.couplings_agree_of_degenerate' depends on axioms: [propext, Classical.choice, Quot.sound]
```

## What the theorems say about the PAW quantities

`coupling_difference` is the displayed identity. Its objects correspond to the physics as follows:

- `H : ℝ → Matrix ι ι ℂ` is the Hamiltonian as a function of one real nuclear coordinate. `T : ℝ → Matrix ι κ ℂ` may be rectangular, so the pseudo and all-electron spaces can have different finite dimensions.
- `HasMatDeriv` says that every matrix entry is differentiable at `R`, with the stated derivative. `dMat` collects the entrywise derivatives.
- `pseudoH` and `overlap` are defined as $T^\dagger HT$ and $T^\dagger T$. `pseudoCoupling` uses their actual derivatives, so the formulas for $\tilde H'$ and $S'$ are proved and not assumed.
- `star u ⬝ᵥ v` is $\langle u,v\rangle$, and `*ᵥ` applies a matrix to a vector.
- `hherm` requires Hermiticity only at `R`. `hm` and `hn` are the two eigenvalue equations, also only at `R`. The energies have type `ℝ`.

The vectors need not be normalised or distinct. The energy in the pseudo coupling is that of the right-hand state, $e_n$.

`couplings_agree_iff` gives the exact criterion for agreement, and `couplings_agree_of_degenerate` is the equal-energy case. `coupling_difference_witness` records the two-level example and verifies its hypotheses.

The eigenvalue equations are assumed for the all-electron vectors $Tu_k$. This stands for a PAW transformation that reconstructs the eigenstates exactly. `pseudo_eigen` derives the generalized equation $\tilde Hu=eSu$ from that assumption. The converse can fail for rectangular $T$, since the generalized equation only says that $T^\dagger$ annihilates the residual $HTu-eTu$. A calculation with incomplete partial waves therefore need not satisfy the hypotheses.

The matrices refer to fixed orthonormal bases; a basis that moves with the atoms would bring further derivative terms. The derivative $H'$ is given, and the self-consistent response that might contribute to it is not modelled. For electron-phonon calculations, the identity identifies the term separating the two coupling conventions, within this finite-dimensional, single-particle model with one coordinate and exact reconstruction.

## How the proof follows the calculation

`HasMatDeriv.adjoint` and `HasMatDeriv.mul` differentiate adjoints and products, the latter by applying the scalar product rule to each term of the matrix-product sum. `HasMatDeriv.dMat_eq` identifies the resulting matrix with `dMat`. `adjoint_move` is the relation $\langle u,A^\dagger w\rangle=\langle Au,w\rangle$.

Inside `coupling_difference`, `hP` and `hS` are the formulas for $\tilde H'$ and $S'$. The step `hleft` treats the third term: it moves $H$ to the left by `adjoint_move` and `hherm`, applies `hm`, and uses the fact that a real energy equals its conjugate. After the derivatives have been substituted, the long `simp only` expands the matrix element, moves the adjoints and inserts `hn`. Rewriting with `hleft` leaves an identity between complex numbers, which `ring` closes by cancelling the $T'^\dagger$ terms and collecting $e_m-e_n$.

For `couplings_agree_iff`, equal couplings make the product on the right zero, so one of its factors is zero; conversely, either factor being zero makes the difference vanish. The degenerate theorem selects the alternative $e_m=e_n$. In the two-level example, the all-electron coupling is computed from $H'=0$, and the pseudo coupling then follows from `coupling_difference`.
